# Second-order occupations of a two-level electron pair leave the range 0 to 2 when the coupling exceeds twice the gap

An electron pair occupies either of two levels and is transferred between them by a nonzero coupling. If each occupation is defined as the derivative of the energy with respect to its level energy, the exact ground state gives two occupations strictly between 0 and 2. The second-order energy gives a negative occupation of the lower level, and one above 2 for the upper level, exactly when the magnitude of the coupling exceeds twice the positive level gap.

## The pair and its two energies

```lean
import Mathlib

open Matrix

namespace PairModelOccupations

noncomputable section
```

The level energies are e₁ and e₂, the gap is D = e₂ − e₁, and the real number K is the pair-transfer coupling. The basis states have both electrons in level 1 or both in level 2. Singly occupied configurations and diagonal electron repulsion are left out.

```lean
/-- The Hamiltonian of an electron pair that occupies either of two levels `e₁`, `e₂`,
with pair-transfer coupling `K`. -/
def pairHamiltonian (K e₁ e₂ : ℝ) : Matrix (Fin 2) (Fin 2) ℝ :=
  !![2 * e₁, K; K, 2 * e₂]
```

An eigenvalue is a number E for which some nonzero real vector v satisfies Hv = Ev, where H is this matrix.

```lean
/-- The set of eigenvalues of the pair Hamiltonian. -/
def energyLevels (K e₁ e₂ : ℝ) : Set ℝ :=
  {E | ∃ v : Fin 2 → ℝ, v ≠ 0 ∧ pairHamiltonian K e₁ e₂ *ᵥ v = E • v}
```

The exact ground energy E₀ is the infimum of these eigenvalues.

```lean
/-- The exact ground energy: the infimum of the eigenvalues. -/
def groundEnergy (K e₁ e₂ : ℝ) : ℝ := sInf (energyLevels K e₁ e₂)
```

Second-order perturbation theory in K, starting from the pair in level 1, has the energy denominator 2e₁ − 2e₂ = −2D. This gives the approximate energy W = 2e₁ − K²/(2D).

```lean
/-- The energy to second order in the coupling `K`, starting from the pair in level 1; meaningful
for `e₁ ≠ e₂`. -/
def secondOrderEnergy (K e₁ e₂ : ℝ) : ℝ := 2 * e₁ - K ^ 2 / (2 * (e₂ - e₁))
```

Each occupation is a partial derivative, taken with K and the other level energy fixed. Write n₁, n₂ for the derivatives of E₀ and m₁, m₂ for those of W. The Lean definitions `occ₁` and `occ₂` accept any energy function, so they serve both cases.

```lean
/-- Occupation of the first level: the derivative of the energy `E` in `e₁`. -/
def occ₁ (E : ℝ → ℝ → ℝ) (e₁ e₂ : ℝ) : ℝ := deriv (fun x => E x e₂) e₁

/-- Occupation of the second level: the derivative of the energy `E` in `e₂`. -/
def occ₂ (E : ℝ → ℝ → ℝ) (e₁ e₂ : ℝ) : ℝ := deriv (fun y => E e₁ y) e₂
```

## (a) The eigenvalue equation in amplitudes

Let v₀ and v₁ be the amplitudes of the pair on levels 1 and 2. Show that Hv = Ev is equivalent to

2e₁v₀ + Kv₁ = Ev₀ and Kv₀ + 2e₂v₁ = Ev₁.

**Solution.** The two rows of H multiply v to give the left-hand sides. Two vectors are equal exactly when both components agree. The Lean amplitudes `v 0` and `v 1` are v₀ and v₁.

```lean
/-- The eigenvalue equation of the pair Hamiltonian, written for the two amplitudes. -/
theorem eigen_iff (K e₁ e₂ E : ℝ) (v : Fin 2 → ℝ) :
    pairHamiltonian K e₁ e₂ *ᵥ v = E • v ↔
      2 * e₁ * v 0 + K * v 1 = E * v 0 ∧ K * v 0 + 2 * e₂ * v 1 = E * v 1 := by
  rw [funext_iff, Fin.forall_fin_two]
  simp [pairHamiltonian, Matrix.mulVec, dotProduct, Fin.sum_univ_two]
```

## (b) The lowest eigenvalue

Put S = √(D² + K²), with K ≠ 0. Show that the least eigenvalue is

λ = e₁ + e₂ − S.

**Solution.** Try v = (D + S, −K), which is nonzero because K ≠ 0. In the first row,

(λ − 2e₁)(D + S) = (D − S)(D + S) = D² − S² = −K²,

as required. In the second,

K(D + S) − 2e₂K = −K(e₁ + e₂ − S) = −Kλ.

So λ is an eigenvalue. The normalised vector is (D + S, −K)/√(2S(S + D)).

Now let E be any eigenvalue, and let P = (2e₁ − E)(2e₂ − E) − K². Eliminating v₁ from the equations in (a) gives Pv₀ = 0, and eliminating v₀ gives Pv₁ = 0. Since v ≠ 0, P = 0. Therefore

(e₁ + e₂ − E)² = (2e₁ − E)(2e₂ − E) + D² = K² + D² = S².

Hence e₁ + e₂ − E ≤ S, which is E ≥ λ.

`IsLeast` contains both halves: λ belongs to the set, and nothing in the set is lower. In the proof, `hdet` is the secular equation P = 0, and the `linear_combination` steps carry out the eliminations.

```lean
/-- The lowest eigenvalue of the pair Hamiltonian is `e₁ + e₂ - √((e₂ - e₁)² + K²)`. -/
theorem isLeast_energyLevels {K : ℝ} (hK : K ≠ 0) (e₁ e₂ : ℝ) :
    IsLeast (energyLevels K e₁ e₂) (e₁ + e₂ - Real.sqrt ((e₂ - e₁) ^ 2 + K ^ 2)) := by
  have hS : Real.sqrt ((e₂ - e₁) ^ 2 + K ^ 2) ^ 2 = (e₂ - e₁) ^ 2 + K ^ 2 :=
    Real.sq_sqrt (by positivity)
  constructor
  · -- an explicit eigenvector
    refine ⟨![e₂ - e₁ + Real.sqrt ((e₂ - e₁) ^ 2 + K ^ 2), -K], ?_, ?_⟩
    · intro h
      have h1 := congrFun h 1
      simp at h1
      exact hK h1
    · rw [eigen_iff]
      simp only [Matrix.cons_val_zero, Matrix.cons_val_one]
      constructor
      · linear_combination hS
      · ring
  · rintro E ⟨v, hv, hE⟩
    obtain ⟨h0, h1⟩ := (eigen_iff K e₁ e₂ E v).mp hE
    -- the secular equation
    have hdet : (2 * e₁ - E) * (2 * e₂ - E) - K ^ 2 = 0 := by
      by_contra hP
      have ha : ((2 * e₁ - E) * (2 * e₂ - E) - K ^ 2) * v 0 = 0 := by
        linear_combination (2 * e₂ - E) * h0 - K * h1
      have hb : ((2 * e₁ - E) * (2 * e₂ - E) - K ^ 2) * v 1 = 0 := by
        linear_combination (2 * e₁ - E) * h1 - K * h0
      apply hv
      rw [funext_iff, Fin.forall_fin_two]
      exact ⟨(mul_eq_zero.mp ha).resolve_left hP, (mul_eq_zero.mp hb).resolve_left hP⟩
    have hsq : (e₁ + e₂ - E) ^ 2 ≤ (e₂ - e₁) ^ 2 + K ^ 2 := by
      apply le_of_eq
      linear_combination hdet
    have := (le_abs_self _).trans (Real.abs_le_sqrt hsq)
    linarith
```

## (c) The ground energy in closed form

For K ≠ 0, show that the infimum is attained and equals

E₀ = e₁ + e₂ − S.

**Solution.** A set with a least element has that element as its infimum. Part (b) supplies it.

```lean
/-- Closed form of the exact ground energy. -/
theorem groundEnergy_eq {K : ℝ} (hK : K ≠ 0) (e₁ e₂ : ℝ) :
    groundEnergy K e₁ e₂ = e₁ + e₂ - Real.sqrt ((e₂ - e₁) ^ 2 + K ^ 2) :=
  (isLeast_energyLevels hK e₁ e₂).csInf_eq
```

## (d) The exact occupations

For K ≠ 0, show that

n₁ = 1 + D/S and n₂ = 1 − D/S.

**Solution.** Since ∂D/∂e₁ = −1 and ∂D/∂e₂ = 1, the chain rule gives

∂S/∂e₁ = −2D/(2S) = −D/S and ∂S/∂e₂ = D/S.

Subtracting these from the derivative of e₁ + e₂, which is 1 in either variable, gives the result. The coupling keeps S positive, so the square root is differentiable even at D = 0.

In Lean, `hq` differentiates D² + K² and `hs` differentiates its root. The theorem uses `HasDerivAt`, which establishes differentiability; `deriv` alone would return 0 at a point where the derivative fails to exist.

```lean
/-- The derivatives of the exact ground energy in the two level energies. -/
theorem hasDerivAt_groundEnergy {K : ℝ} (hK : K ≠ 0) (e₁ e₂ : ℝ) :
    HasDerivAt (fun x => groundEnergy K x e₂)
      (1 + (e₂ - e₁) / Real.sqrt ((e₂ - e₁) ^ 2 + K ^ 2)) e₁ ∧
    HasDerivAt (fun y => groundEnergy K e₁ y)
      (1 - (e₂ - e₁) / Real.sqrt ((e₂ - e₁) ^ 2 + K ^ 2)) e₂ := by
  have hne : (e₂ - e₁) ^ 2 + K ^ 2 ≠ 0 := by positivity
  simp only [groundEnergy_eq hK]
  constructor
  · have hq : HasDerivAt (fun x : ℝ => (e₂ - x) ^ 2 + K ^ 2) (-2 * (e₂ - e₁)) e₁ :=
      ((((hasDerivAt_id' e₁).const_sub e₂).fun_pow 2).add_const (K ^ 2)).congr_deriv
        (by norm_num)
    have hs : HasDerivAt (fun x : ℝ => Real.sqrt ((e₂ - x) ^ 2 + K ^ 2))
        (-2 * (e₂ - e₁) / (2 * Real.sqrt ((e₂ - e₁) ^ 2 + K ^ 2))) e₁ := hq.sqrt hne
    exact (((hasDerivAt_id' e₁).add_const e₂).fun_sub hs).congr_deriv (by ring)
  · have hq : HasDerivAt (fun y : ℝ => (y - e₁) ^ 2 + K ^ 2) (2 * (e₂ - e₁)) e₂ :=
      ((((hasDerivAt_id' e₂).sub_const e₁).fun_pow 2).add_const (K ^ 2)).congr_deriv
        (by norm_num)
    have hs : HasDerivAt (fun y : ℝ => Real.sqrt ((y - e₁) ^ 2 + K ^ 2))
        (2 * (e₂ - e₁) / (2 * Real.sqrt ((e₂ - e₁) ^ 2 + K ^ 2))) e₂ := hq.sqrt hne
    exact (((hasDerivAt_id' e₂).const_add e₁).fun_sub hs).congr_deriv (by ring)
```

## (e) The second-order occupations

For D > 0, show that

m₁ = 2 − K²/(2D²) and m₂ = K²/(2D²).

**Solution.** The derivatives of 1/D with respect to e₁ and e₂ are 1/D² and −1/D². Multiplying by −K²/2 gives −K²/(2D²) and K²/(2D²). The term 2e₁ adds 2 to the first only.

The Lean proof applies the quotient rule in `hd` and then simplifies. The hypothesis `hD : e₁ < e₂` keeps the denominator away from zero.

```lean
/-- The derivatives of the second-order energy in the two level energies. -/
theorem hasDerivAt_secondOrderEnergy (K : ℝ) {e₁ e₂ : ℝ} (hD : e₁ < e₂) :
    HasDerivAt (fun x => secondOrderEnergy K x e₂) (2 - K ^ 2 / (2 * (e₂ - e₁) ^ 2)) e₁ ∧
    HasDerivAt (fun y => secondOrderEnergy K e₁ y) (K ^ 2 / (2 * (e₂ - e₁) ^ 2)) e₂ := by
  have hne : 2 * (e₂ - e₁) ≠ 0 := by
    have : 0 < e₂ - e₁ := sub_pos.mpr hD
    positivity
  simp only [secondOrderEnergy]
  constructor
  · have hq : HasDerivAt (fun x : ℝ => 2 * (e₂ - x)) (-2) e₁ :=
      (((hasDerivAt_id' e₁).const_sub e₂).const_mul 2).congr_deriv (by norm_num)
    have hd : HasDerivAt (fun x : ℝ => K ^ 2 / (2 * (e₂ - x)))
        ((0 * (2 * (e₂ - e₁)) - K ^ 2 * (-2)) / (2 * (e₂ - e₁)) ^ 2) e₁ :=
      (hasDerivAt_const e₁ (K ^ 2)).fun_div hq hne
    exact (((hasDerivAt_id' e₁).const_mul 2).fun_sub hd).congr_deriv
      (by generalize e₂ - e₁ = D; ring)
  · have hq : HasDerivAt (fun y : ℝ => 2 * (y - e₁)) 2 e₂ :=
      (((hasDerivAt_id' e₂).sub_const e₁).const_mul 2).congr_deriv (by norm_num)
    have hd : HasDerivAt (fun y : ℝ => K ^ 2 / (2 * (y - e₁)))
        ((0 * (2 * (e₂ - e₁)) - K ^ 2 * 2) / (2 * (e₂ - e₁)) ^ 2) e₂ :=
      (hasDerivAt_const e₂ (K ^ 2)).fun_div hq hne
    exact ((hasDerivAt_const e₂ (2 * e₁)).fun_sub hd).congr_deriv
      (by generalize e₂ - e₁ = D; ring)
```

## (f) Exact occupations as populations

Let v be a ground-state vector with v₀² + v₁² = 1, and let K ≠ 0. Show that

n₁ = 2v₀² and n₂ = 2v₁².

**Solution.** Inserting E₀ into the equations of (a) gives

Sv₀ = Dv₀ − Kv₁ and Sv₁ = −Dv₁ − Kv₀.

Multiply the first by v₀ and the second by v₁, then subtract. The terms in K cancel, leaving

S(v₀² − v₁²) = D(v₀² + v₁²) = D.

So D/S = v₀² − v₁². Adding this to 1 = v₀² + v₁² gives 2v₀² = n₁, and subtracting it gives 2v₁² = n₂.

This is the Hellmann–Feynman relation for the model: the energy derivative counts two electrons times the probability of finding the pair on that level. The Lean step `hdiff` is the population difference.

```lean
/-- For a normalised ground state `v`, the derivatives of the exact energy are twice the
squared amplitudes of the pair on the two levels. -/
theorem occ_eq_two_mul_sq {K : ℝ} (hK : K ≠ 0) (e₁ e₂ : ℝ) (v : Fin 2 → ℝ)
    (hv : pairHamiltonian K e₁ e₂ *ᵥ v = groundEnergy K e₁ e₂ • v)
    (hn : v 0 ^ 2 + v 1 ^ 2 = 1) :
    occ₁ (groundEnergy K) e₁ e₂ = 2 * v 0 ^ 2 ∧
    occ₂ (groundEnergy K) e₁ e₂ = 2 * v 1 ^ 2 := by
  obtain ⟨d1, d2⟩ := hasDerivAt_groundEnergy hK e₁ e₂
  rw [eigen_iff, groundEnergy_eq hK] at hv
  obtain ⟨h0, h1⟩ := hv
  have hS : 0 < Real.sqrt ((e₂ - e₁) ^ 2 + K ^ 2) := Real.sqrt_pos.mpr (by positivity)
  -- the population difference of the ground state
  have hdiff : (e₂ - e₁) / Real.sqrt ((e₂ - e₁) ^ 2 + K ^ 2) = v 0 ^ 2 - v 1 ^ 2 := by
    rw [div_eq_iff hS.ne']
    linear_combination -(v 0) * h0 + v 1 * h1 - (e₂ - e₁) * hn
  rw [occ₁, occ₂, d1.deriv, d2.deriv]
  constructor
  · linear_combination hdiff - hn
  · linear_combination -hdiff - hn
```

## (g) The error of the second-order energy

For K ≠ 0 and D > 0, show that

0 ≤ E₀ − W ≤ K⁴/(8D³).

**Solution.** Let q = K²/(2D). Then E₀ − W = D + q − S. Because

(D + q)² = D² + K² + q² = S² + q²,

we have S ≤ D + q, which is the lower bound. The same identity factorises as

(D + q − S)(D + q + S) = q².

Since S ≥ D and q ≥ 0, the second factor is at least 2D. Hence E₀ − W ≤ q²/(2D) = K⁴/(8D³).

In Lean, `hup` and `hlow` are the two bounds on S, and the last `nlinarith` combines them as above.

```lean
/-- The second-order energy lies below the exact one or equals it, and the error is at most
`K⁴ / (8 D³)` with `D = e₂ - e₁`. -/
theorem secondOrderEnergy_error {K e₁ e₂ : ℝ} (hK : K ≠ 0) (hD : e₁ < e₂) :
    0 ≤ groundEnergy K e₁ e₂ - secondOrderEnergy K e₁ e₂ ∧
    groundEnergy K e₁ e₂ - secondOrderEnergy K e₁ e₂ ≤ K ^ 4 / (8 * (e₂ - e₁) ^ 3) := by
  rw [groundEnergy_eq hK, secondOrderEnergy]
  obtain ⟨D, rfl⟩ : ∃ D, e₂ = e₁ + D := ⟨e₂ - e₁, by ring⟩
  have hD' : 0 < D := by linarith
  rw [add_sub_cancel_left]
  obtain ⟨q, hq⟩ : ∃ q, q = K ^ 2 / (2 * D) := ⟨_, rfl⟩
  have hq0 : 0 ≤ q := by rw [hq]; positivity
  have hqK : q * (2 * D) = K ^ 2 := by rw [hq]; field_simp
  have hb : K ^ 4 / (8 * D ^ 3) = q ^ 2 / (2 * D) := by rw [hq]; ring
  have hS : Real.sqrt (D ^ 2 + K ^ 2) ^ 2 = D ^ 2 + K ^ 2 := Real.sq_sqrt (by positivity)
  have hup : Real.sqrt (D ^ 2 + K ^ 2) ≤ D + q :=
    Real.sqrt_le_iff.mpr ⟨by positivity, by nlinarith [sq_nonneg q]⟩
  have hlow : D ≤ Real.sqrt (D ^ 2 + K ^ 2) :=
    (le_abs_self D).trans (Real.abs_le_sqrt (by nlinarith [sq_nonneg K]))
  rw [hb, ← hq]
  refine ⟨by linarith, ?_⟩
  rw [le_div_iff₀ (by positivity)]
  nlinarith [mul_nonneg (sub_nonneg.mpr hup) (add_nonneg hq0 (sub_nonneg.mpr hlow))]
```

## (h) The threshold for impossible occupations

For K ≠ 0 and D > 0, show that n₁ and n₂ lie strictly between 0 and 2, and that

m₁ < 0 ⇔ |K| > 2D and m₂ > 2 ⇔ |K| > 2D.

**Solution.** A nonzero K makes S > D > 0, so 0 < D/S < 1. By (d), 1 < n₁ < 2 and 0 < n₂ < 1. By (e), both m₁ < 0 and m₂ > 2 mean K²/(2D²) > 2. This is K² > 4D², or |K| > 2D because D is positive.

The Lean proof substitutes the derivatives from (d) and (e). It then proves S > D in `hlt` and the threshold equivalence in `key`, which settles both second-order claims. `Set.Ioo 0 2` is the open interval from 0 to 2.

```lean
/-- The exact occupations lie strictly between 0 and 2. The second-order occupation of the
lower level is negative, and that of the upper level exceeds 2, exactly when
`|K| > 2 (e₂ - e₁)`. -/
theorem exact_and_secondOrder_occupations {K e₁ e₂ : ℝ} (hK : K ≠ 0) (hD : e₁ < e₂) :
    (occ₁ (groundEnergy K) e₁ e₂ ∈ Set.Ioo 0 2 ∧
      occ₂ (groundEnergy K) e₁ e₂ ∈ Set.Ioo 0 2) ∧
    (occ₁ (secondOrderEnergy K) e₁ e₂ < 0 ↔ 2 * (e₂ - e₁) < |K|) ∧
    (2 < occ₂ (secondOrderEnergy K) e₁ e₂ ↔ 2 * (e₂ - e₁) < |K|) := by
  obtain ⟨d1, d2⟩ := hasDerivAt_groundEnergy hK e₁ e₂
  obtain ⟨s1, s2⟩ := hasDerivAt_secondOrderEnergy K hD
  simp only [occ₁, occ₂]
  rw [d1.deriv, d2.deriv, s1.deriv, s2.deriv]
  have hD' : 0 < e₂ - e₁ := sub_pos.mpr hD
  generalize e₂ - e₁ = D at hD' ⊢
  have hK2 : 0 < K ^ 2 := by positivity
  have hS : 0 < Real.sqrt (D ^ 2 + K ^ 2) := Real.sqrt_pos.mpr (by positivity)
  have hS2 : Real.sqrt (D ^ 2 + K ^ 2) ^ 2 = D ^ 2 + K ^ 2 := Real.sq_sqrt (by positivity)
  -- the coupling makes the root strictly larger than the gap
  have hlt : D < Real.sqrt (D ^ 2 + K ^ 2) := by nlinarith
  have hr0 : 0 < D / Real.sqrt (D ^ 2 + K ^ 2) := div_pos hD' hS
  have hr1 : D / Real.sqrt (D ^ 2 + K ^ 2) < 1 := (div_lt_one hS).mpr hlt
  have key : 2 < K ^ 2 / (2 * D ^ 2) ↔ 2 * D < |K| := by
    rw [lt_div_iff₀ (by positivity), ← sq_abs K]
    constructor
    · intro h
      nlinarith [abs_nonneg K]
    · intro h
      nlinarith [abs_nonneg K]
  refine ⟨⟨⟨by linarith, by linarith⟩, ⟨by linarith, by linarith⟩⟩, ?_, key⟩
  rw [← key]
  exact sub_neg

end

end PairModelOccupations
```

The occupations can be estimated numerically by shifting one level energy by a small ±h, recomputing the energy and taking the central difference. For e₁ = 0, e₂ = 1 and K = 3, the exact values are about 1.316 and 0.684, while second order gives −2.5 and 4.5. Both pairs add up to 2, so checking the electron number does not reveal the failure.

The relaxed MP2 density matrix of a molecule is also defined by energy derivatives, taken with respect to a one-electron perturbation and including the response of the orbitals. It is normally evaluated analytically, not by finite differences. Its eigenvalues can also fall outside the range 0 to 2. The threshold |K| = 2D belongs to this two-level, single-pair model and is not a general criterion for molecules.

```lean
#print axioms PairModelOccupations.occ_eq_two_mul_sq
#print axioms PairModelOccupations.secondOrderEnergy_error
#print axioms PairModelOccupations.exact_and_secondOrder_occupations
```

```
'PairModelOccupations.occ_eq_two_mul_sq' depends on axioms: [propext, Classical.choice, Quot.sound]
'PairModelOccupations.secondOrderEnergy_error' depends on axioms: [propext, Classical.choice, Quot.sound]
'PairModelOccupations.exact_and_secondOrder_occupations' depends on axioms: [propext, Classical.choice, Quot.sound]
```
